# Energy stationary under real and imaginary mixing with an orthogonal vector exactly when the coupling vanishes

Suppose a Slater determinant $\Phi$ minimises the energy of an atom among all determinants. Replace one occupied orbital $\varphi_i$ by $\varphi_i + c\,\varphi_a$, where $\varphi_a$ is an unoccupied orbital and $c$ a complex number. A determinant is linear in each of its orbitals, so the result is $\Phi + c\,\Phi_i^a$, again a determinant, and its energy cannot be lower. What does this say about the matrix element $\langle \Phi_i^a, H\Phi\rangle$ between the determinant and its single excitation?

Brillouin's theorem answers that it is zero. The linear algebra behind this answer needs only a unit vector $\psi$ in place of $\Phi$ and an orthogonal vector $\chi$ in place of $\Phi_i^a$. Determinants and orbitals are not constructed below; the replacement just described is what connects them to the theorems.

The states live in a complex inner-product space `V` of any dimension. The inner product `inner ℂ x y` is $\langle x, y\rangle$, conjugate-linear in the first entry.

In Lean 4 with Mathlib:

```lean
import Mathlib

open scoped InnerProductSpace

namespace BrillouinStationarity

noncomputable section

variable {V : Type*} [NormedAddCommGroup V] [InnerProductSpace ℂ V]
```

## Energy along a line of states

The mixed state is not normalised, so its energy is the quotient

$$E(\varphi) = \frac{\mathrm{Re}\,\langle \varphi, H\varphi\rangle}{\|\varphi\|^2}.$$

For symmetric $H$ the expectation value is already real, and taking the real part only makes $E$ a real-valued function. The type `V →ₗ[ℂ] V` says that $H$ is linear and defined on all of `V`. A Hamiltonian projected onto a finite basis set fits this; an unbounded operator whose domain is not mapped into itself does not.

```lean
/-- The energy quotient of a vector `φ`: the real part of `⟨φ, H φ⟩` divided by the squared norm of
`φ`. -/
def energyQuotient (H : V →ₗ[ℂ] V) (φ : V) : ℝ :=
  (inner ℂ φ (H φ)).re / ‖φ‖ ^ 2
```

Stationarity along a vector $\eta$ means that $t \mapsto E(\psi + t\eta)$, with $t$ real, has derivative zero at $t=0$. `HasDerivAt` states that the derivative exists and gives its value.

```lean
/-- The energy quotient of `ψ + t η`, for real `t`, has zero derivative at `t = 0`. -/
def StationaryAlong (H : V →ₗ[ℂ] V) (ψ η : V) : Prop :=
  HasDerivAt (fun t : ℝ => energyQuotient H (ψ + (t : ℂ) • η)) 0 0
```

Let $\|\psi\| = 1$, $\langle\psi,\eta\rangle = 0$, and let $H$ be symmetric, $\langle Hx, y\rangle = \langle x, Hy\rangle$. The vector $\eta$ need not be normalised. The terms of the numerator linear in $t$ are $\langle\psi,H\eta\rangle + \langle\eta,H\psi\rangle$. By symmetry $\langle\psi,H\eta\rangle = \langle H\psi,\eta\rangle = \overline{\langle\eta,H\psi\rangle}$, so they add up to $2\,\mathrm{Re}\,\langle\eta,H\psi\rangle$. In the norm the linear term vanishes by orthogonality. Hence

$$E(\psi+t\eta) = \frac{a + 2bt + ct^2}{1 + nt^2},$$

with $a = \mathrm{Re}\,\langle\psi,H\psi\rangle$, $b = \mathrm{Re}\,\langle\eta,H\psi\rangle$, $c = \mathrm{Re}\,\langle\eta,H\eta\rangle$ and $n = \|\eta\|^2$. The denominator is at least 1. In the proof, `hs` is the symmetry step, `hnum` the numerator and `hden` the denominator.

```lean
/-- The energy of a unit vector `ψ` mixed with a real amount `t` of an orthogonal vector `η`
is a ratio of two quadratic polynomials in `t`. -/
theorem energyQuotient_mixing {H : V →ₗ[ℂ] V} (hH : H.IsSymmetric) {ψ η : V}
    (hψ : ‖ψ‖ = 1) (horth : inner ℂ ψ η = 0) (t : ℝ) :
    energyQuotient H (ψ + (t : ℂ) • η) =
      ((inner ℂ ψ (H ψ)).re + 2 * (inner ℂ η (H ψ)).re * t + (inner ℂ η (H η)).re * t ^ 2) /
        (1 + ‖η‖ ^ 2 * t ^ 2) := by
  -- symmetry of `H` makes the two cross terms equal in their real parts
  have hs : (inner ℂ ψ (H η)).re = (inner ℂ η (H ψ)).re := by
    rw [← hH ψ η, ← inner_conj_symm (H ψ) η, Complex.conj_re]
  have hnum : (inner ℂ (ψ + (t : ℂ) • η) (H (ψ + (t : ℂ) • η))).re =
      (inner ℂ ψ (H ψ)).re + 2 * (inner ℂ η (H ψ)).re * t
        + (inner ℂ η (H η)).re * t ^ 2 := by
    simp only [map_add, map_smul, inner_add_left, inner_add_right, inner_smul_left,
      inner_smul_right, Complex.conj_ofReal, Complex.add_re, Complex.re_ofReal_mul]
    rw [hs]
    ring
  -- orthogonality removes the cross term from the norm
  have hden : ‖ψ + (t : ℂ) • η‖ ^ 2 = 1 + ‖η‖ ^ 2 * t ^ 2 := by
    rw [norm_add_sq (𝕜 := ℂ), inner_smul_right, horth, norm_smul, hψ, Complex.norm_real,
      mul_pow, Real.norm_eq_abs, sq_abs, mul_zero, map_zero]
    ring
  rw [energyQuotient, hnum, hden]
```

## The slope is twice the real part of the coupling

The quotient rule gives

$$\frac{d}{dt}E(\psi+t\eta) = \frac{(2b+2ct)(1+nt^2) - (a+2bt+ct^2)\,2nt}{(1+nt^2)^2},$$

which at $t=0$ equals $2b = 2\,\mathrm{Re}\,\langle\eta,H\psi\rangle$. The inner statement `key` is this calculation for arbitrary real $a, b, c, n$; the expansion above then identifies the coefficients.

```lean
/-- The slope of the energy at `t = 0` along an orthogonal vector `η` is twice the real part
of the coupling `⟨η, H ψ⟩`. -/
theorem hasDerivAt_energyQuotient {H : V →ₗ[ℂ] V} (hH : H.IsSymmetric) {ψ η : V}
    (hψ : ‖ψ‖ = 1) (horth : inner ℂ ψ η = 0) :
    HasDerivAt (fun t : ℝ => energyQuotient H (ψ + (t : ℂ) • η))
      (2 * (inner ℂ η (H ψ)).re) 0 := by
  have key : ∀ a b c n : ℝ,
      HasDerivAt (fun t : ℝ => (a + 2 * b * t + c * t ^ 2) / (1 + n * t ^ 2)) (2 * b) 0 := by
    intro a b c n
    have hsq : HasDerivAt (fun t : ℝ => t ^ 2) 0 0 :=
      ((hasDerivAt_id' (0 : ℝ)).fun_pow 2).congr_deriv (by simp)
    have h1 := (((hasDerivAt_id' (0 : ℝ)).const_mul (2 * b)).const_add a).fun_add
      (hsq.const_mul c)
    have h2 := (hsq.const_mul n).const_add 1
    exact (h1.fun_div h2 (by simp)).congr_deriv (by simp)
  have he := funext (fun t : ℝ => energyQuotient_mixing hH hψ horth t)
  rw [he]
  exact key _ _ _ _
```

A function has at most one derivative at a point. The energy is therefore stationary along $\eta$ exactly when $2\,\mathrm{Re}\,\langle\eta,H\psi\rangle = 0$.

```lean
/-- The energy is stationary along an orthogonal vector `η` exactly when the real part of the
coupling `⟨η, H ψ⟩` vanishes. -/
theorem stationaryAlong_iff {H : V →ₗ[ℂ] V} (hH : H.IsSymmetric) {ψ η : V}
    (hψ : ‖ψ‖ = 1) (horth : inner ℂ ψ η = 0) :
    StationaryAlong H ψ η ↔ (inner ℂ η (H ψ)).re = 0 := by
  have hd := hasDerivAt_energyQuotient hH hψ horth
  constructor
  · intro h
    have := HasDerivAt.unique h hd
    linarith
  · intro h
    exact hd.congr_deriv (by rw [h, mul_zero])
```

## Two real directions for one complex coupling

Taking $\eta = \chi$ tests the real part of $\langle\chi,H\psi\rangle$. For $\eta = i\chi$, which is also orthogonal to $\psi$,

$$\mathrm{Re}\,\langle i\chi,H\psi\rangle = \mathrm{Re}\bigl(-i\,\langle\chi,H\psi\rangle\bigr) = \mathrm{Im}\,\langle\chi,H\psi\rangle.$$

Both lines are stationary if and only if both parts vanish, that is, if and only if $\langle\chi,H\psi\rangle = 0$. The identity for the imaginary part is `him`, and `Complex.ext` assembles the complex number from its two parts.

```lean
/-- Core of Brillouin's theorem: the energies of `ψ + t χ` and `ψ + i t χ` are both stationary
at `t = 0` if and only if the coupling `⟨χ, H ψ⟩` vanishes. -/
theorem brillouin_core {H : V →ₗ[ℂ] V} (hH : H.IsSymmetric) {ψ χ : V}
    (hψ : ‖ψ‖ = 1) (horth : inner ℂ ψ χ = 0) :
    (StationaryAlong H ψ χ ∧ StationaryAlong H ψ (Complex.I • χ)) ↔
      inner ℂ χ (H ψ) = 0 := by
  have horth' : inner ℂ ψ (Complex.I • χ) = 0 := by
    rw [inner_smul_right, horth, mul_zero]
  -- the imaginary direction probes the imaginary part of the coupling
  have him : (inner ℂ (Complex.I • χ) (H ψ)).re = (inner ℂ χ (H ψ)).im := by
    rw [inner_smul_left]
    simp
  rw [stationaryAlong_iff hH hψ horth, stationaryAlong_iff hH hψ horth', him]
  constructor
  · rintro ⟨h1, h2⟩
    exact Complex.ext h1 h2
  · intro h
    rw [h]
    exact ⟨rfl, rfl⟩
```

## Vanishing coupling at a minimum

The opening question assumed a minimum. Let $E(\psi) \le E(\psi + c\chi)$ for every complex $c$; this hypothesis, `hmin`, stands for the variational optimisation of the determinant. Choosing $c = t$ and $c = it$ with $t$ real gives two functions with a minimum at $t=0$. Their derivatives there are zero, so both lines are stationary and the coupling vanishes. Here `key` turns a minimum along one real line into stationarity, and it is applied once to $\chi$ and once to $i\chi$.

The same argument works at a maximum: replacing $H$ by $-H$ reverses the inequality and leaves the condition $\langle\chi,H\psi\rangle=0$ unchanged.

For a Hartree-Fock calculation in a finite basis, this means that a determinant with a non-zero coupling to a single excitation is not yet a minimum over all determinants.

```lean
/-- If mixing `χ` into `ψ` with any complex coefficient never lowers the energy, then the
coupling `⟨χ, H ψ⟩` vanishes. -/
theorem coupling_eq_zero_of_minimal {H : V →ₗ[ℂ] V} (hH : H.IsSymmetric) {ψ χ : V}
    (hψ : ‖ψ‖ = 1) (horth : inner ℂ ψ χ = 0)
    (hmin : ∀ c : ℂ, energyQuotient H ψ ≤ energyQuotient H (ψ + c • χ)) :
    inner ℂ χ (H ψ) = 0 := by
  -- a minimum along a real line is a stationary point of that line
  have key : ∀ η : V, inner ℂ ψ η = 0 →
      (∀ t : ℝ, energyQuotient H ψ ≤ energyQuotient H (ψ + (t : ℂ) • η)) →
      StationaryAlong H ψ η := by
    intro η hη h
    have hm : IsLocalMin (fun t : ℝ => energyQuotient H (ψ + (t : ℂ) • η)) 0 := by
      refine Filter.Eventually.of_forall (fun t => ?_)
      show energyQuotient H (ψ + ((0 : ℝ) : ℂ) • η) ≤ energyQuotient H (ψ + (t : ℂ) • η)
      rw [Complex.ofReal_zero, zero_smul, add_zero]
      exact h t
    have hz := hm.hasDerivAt_eq_zero (hasDerivAt_energyQuotient hH hψ hη)
    exact (stationaryAlong_iff hH hψ hη).mpr (by linarith)
  refine (brillouin_core hH hψ horth).mp ⟨key χ horth (fun t => hmin _), key _ ?_ ?_⟩
  · rw [inner_smul_right, horth, mul_zero]
  · intro t
    rw [smul_smul]
    exact hmin _
```

## Stationarity in every orthogonal direction

Now let the energy be stationary along every $\chi$ orthogonal to $\psi$. Write $E = E(\psi) = \langle\psi,H\psi\rangle$ and take the residual $r = H\psi - E\psi$. It is orthogonal to $\psi$, since $\langle\psi,r\rangle = E - E = 0$. Stationarity along $r$ and $ir$ gives $\langle r,H\psi\rangle = 0$, so

$$\|r\|^2 = \langle r,H\psi\rangle - E\,\langle r,\psi\rangle = 0,$$

and $H\psi = E\psi$. Conversely, if $H\psi = E\psi$, then $\langle\chi,H\psi\rangle = E\,\langle\chi,\psi\rangle = 0$ for every orthogonal $\chi$. In the proof, `hr` shows that $\langle\psi,H\psi\rangle$ is real and equal to $E$, `horth` is the orthogonality of the residual, and `hself` is its vanishing norm.

Minimising the energy over determinants makes the coupling to single excitations vanish. The coupling to a double excitation can remain non-zero, and then the Hartree-Fock determinant is not an eigenvector.

```lean
/-- The energy is stationary along every vector orthogonal to `ψ` if and only if `ψ` is an
eigenvector of `H` whose eigenvalue is its energy quotient. -/
theorem stationary_all_iff_eigenvector {H : V →ₗ[ℂ] V} (hH : H.IsSymmetric) {ψ : V}
    (hψ : ‖ψ‖ = 1) :
    (∀ χ : V, inner ℂ ψ χ = 0 → StationaryAlong H ψ χ) ↔
      H ψ = (energyQuotient H ψ : ℂ) • ψ := by
  constructor
  · intro h
    have hr : inner ℂ ψ (H ψ) = (energyQuotient H ψ : ℂ) := by
      have hc : (starRingEnd ℂ) (inner ℂ ψ (H ψ)) = inner ℂ ψ (H ψ) := by
        rw [inner_conj_symm]
        exact hH ψ ψ
      apply Complex.ext
      · simp [energyQuotient, hψ]
      · rw [Complex.ofReal_im]
        exact Complex.conj_eq_iff_im.mp hc
    -- test stationarity along the residual `H ψ - E ψ`
    have horth : inner ℂ ψ (H ψ - (energyQuotient H ψ : ℂ) • ψ) = 0 := by
      rw [inner_sub_right, inner_smul_right, hr, inner_self_eq_norm_sq_to_K, hψ]
      simp
    have hz := (brillouin_core hH hψ horth).mp
      ⟨h _ horth, h _ (by rw [inner_smul_right, horth, mul_zero])⟩
    have hself : inner ℂ (H ψ - (energyQuotient H ψ : ℂ) • ψ)
        (H ψ - (energyQuotient H ψ : ℂ) • ψ) = 0 := by
      rw [inner_sub_right, inner_smul_right, hz, inner_eq_zero_symm.mp horth]
      simp
    exact sub_eq_zero.mp ((inner_self_eq_zero (𝕜 := ℂ)).mp hself)
  · intro h χ hχ
    rw [stationaryAlong_iff hH hψ hχ, h, inner_smul_right, inner_eq_zero_symm.mp hχ]
    simp
```

## A coupling that real mixing misses

The imaginary direction is needed in general. Take

$$\sigma_y = \begin{pmatrix} 0 & -i \\ i & 0\end{pmatrix}, \qquad e_0 = (1,0), \quad e_1 = (0,1).$$

```lean
/-- The Pauli matrix `σ_y` as an operator on two-component complex vectors. -/
def sigmaY : EuclideanSpace ℂ (Fin 2) →ₗ[ℂ] EuclideanSpace ℂ (Fin 2) where
  toFun x := !₂[-Complex.I * x 1, Complex.I * x 0]
  map_add' x y := by
    ext i
    fin_cases i <;> simp <;> ring
  map_smul' c x := by
    ext i
    fin_cases i <;> simp <;> ring
```

The coupling is $\langle e_1,\sigma_y e_0\rangle = i$. Its real part is zero, so the energy is stationary along $e_1$; in fact $E(e_0+te_1) = 0$ for all $t$. Along $ie_1$ the energy is $2t/(1+t^2)$, with slope 2 at $t=0$. The proof reaches the second conclusion by contradiction: if both lines were stationary, `brillouin_core` would give $i = 0$.

```lean
/-- For `σ_y` and the two basis vectors, the energy is stationary under real mixing but not
under imaginary mixing. -/
theorem real_mixing_insufficient :
    StationaryAlong sigmaY !₂[1, 0] !₂[0, 1] ∧
      ¬ StationaryAlong sigmaY !₂[1, 0] (Complex.I • !₂[0, 1]) := by
  have hH : sigmaY.IsSymmetric := by
    intro x y
    simp [sigmaY, PiLp.inner_apply, Fin.sum_univ_two]
    ring
  have hψ : ‖(!₂[1, 0] : EuclideanSpace ℂ (Fin 2))‖ = 1 := by
    simp [EuclideanSpace.norm_eq, Fin.sum_univ_two]
  have horth : inner ℂ (!₂[1, 0] : EuclideanSpace ℂ (Fin 2)) !₂[0, 1] = 0 := by
    simp [PiLp.inner_apply, Fin.sum_univ_two]
  -- the coupling is purely imaginary
  have hc : inner ℂ (!₂[0, 1] : EuclideanSpace ℂ (Fin 2)) (sigmaY !₂[1, 0]) = Complex.I := by
    simp [sigmaY, PiLp.inner_apply, Fin.sum_univ_two]
  have h1 : StationaryAlong sigmaY !₂[1, 0] !₂[0, 1] :=
    (stationaryAlong_iff hH hψ horth).mpr (by rw [hc, Complex.I_re])
  refine ⟨h1, fun h2 => ?_⟩
  have h0 := (brillouin_core hH hψ horth).mp ⟨h1, h2⟩
  rw [hc] at h0
  exact Complex.I_ne_zero h0

end

end BrillouinStationarity
```

```lean
#print axioms BrillouinStationarity.coupling_eq_zero_of_minimal
#print axioms BrillouinStationarity.stationary_all_iff_eigenvector
#print axioms BrillouinStationarity.real_mixing_insufficient
```

```
'BrillouinStationarity.coupling_eq_zero_of_minimal' depends on axioms: [propext, Classical.choice, Quot.sound]
'BrillouinStationarity.stationary_all_iff_eigenvector' depends on axioms: [propext, Classical.choice, Quot.sound]
'BrillouinStationarity.real_mixing_insufficient' depends on axioms: [propext, Classical.choice, Quot.sound]
```
